# For hopping $-t$ with $t>0$, two hard-core bosons on a three-site ring have ground energy $-2t$ and two spinless fermions have $-t$

Two identical particles hop between neighbouring sites of a three-site ring, and their ground energy depends on whether they are hard-core bosons or fermions. The two Hamiltonian matrices could simply be written down, with the fermionic sign put in by assumption. Here both are computed from one Fock-space Hamiltonian, in which a number $s$ fixes the statistics: $s=1$ for hard-core bosons, which cannot share a site and whose operators on different sites commute, and $s=-1$ for fermions. The sign of the fermionic boundary hop is then a result.

Number the sites $0,1,2$ and order the two-particle states as $|01\rangle,|02\rangle,|12\rangle$, labelled by the occupied sites. The two-particle Hamiltonian is

$$
H_s=\begin{pmatrix}0&-t&-st\\-t&0&-t\\-st&-t&0\end{pmatrix},
\qquad
\det(E-H_s)=(E+2st)(E-st)^2 .
$$

The spectrum is $-2t,t,t$ for hard-core bosons and $-t,-t,2t$ for fermions. The amplitude $t$ sets the kinetic energy scale: $-t$ is the matrix element of the one-particle Hamiltonian between neighbouring orbitals, and $t>0$ means that a single particle has its lowest energy in the uniform state.

## The boundary hop in an exact-diagonalisation code

A code that stores many-particle states as bit strings has to attach a sign to each fermionic hop. For spinless fermions on an open chain with nearest-neighbour hopping and sites numbered from one end to the other, all these signs are $+1$, so the energies do not reveal a missing sign routine there. Closing the ring exposes it: for two non-interacting fermions on three sites, the code without signs returns $-2t$ where $-t$ is correct.

The same sign appears when hard-core bosons, or the equivalent spin-1/2 model, are rewritten as fermions by the Jordan–Wigner transformation. On this three-site ring the two Hamiltonians agree for one and three particles, so a comparison in those sectors cannot detect the error.

Individual matrix entries depend on the sign convention for the basis states. The product of the three entries around the loop, $H_{01}H_{12}H_{20}$, does not; here the indices number the rows and columns of $H_s$ from 0, not the sites. It is $-t^3$ for hard-core bosons and $+t^3$ for fermions, and is the safer quantity to compare between codes.

## From occupied sites to energies

Let $T$ be a set of occupied sites and $n_j(T)$ the number of occupied sites before $j$. For $j\in T$ define

$$
c_j|T\rangle=s^{\,n_j(T)}\,|T\setminus\{j\}\rangle ,
$$

and $c_j|T\rangle=0$ otherwise. Creation $c_j^\dagger$ is the transpose.

**Statistics.** Take $i<j$. Removing $i$ first lowers the count before $j$ by one, so the two orders of removal differ by one factor $s$. The same holds when $i$ is removed and $j$ is filled. Since $s^2=1$,

$$
c_ic_j=s\,c_jc_i,\qquad c_ic_j^\dagger=s\,c_j^\dagger c_i .
$$

Exchanging the labels and transposing gives the case $i>j$. On one site, $c_j^2=0$. The product $c_j^\dagger c_j$ is $1$ on occupied and $0$ on empty sites, while $c_jc_j^\dagger$ is the reverse, so their sum is the identity. For $s=-1$ these are the canonical anticommutation relations; for $s=1$ they are the hard-core boson relations.

**Hops.** The Hamiltonian is

$$
H=-t\sum_{i=0}^{2}\left(c_{i+1}^\dagger c_i+c_i^\dagger c_{i+1}\right),
$$

with $i+1$ taken modulo 3. Each term removes one particle and adds one, so particle number is conserved. The hops between the two-particle states are

$$
\begin{aligned}
c_2^\dagger c_1|01\rangle&=s\,c_2^\dagger|0\rangle=s^2|02\rangle=|02\rangle,\\
c_1^\dagger c_0|02\rangle&=c_1^\dagger|2\rangle=|12\rangle,\\
c_2^\dagger c_0|01\rangle&=c_2^\dagger|1\rangle=s\,|12\rangle .
\end{aligned}
$$

The reverse hops have the same amplitudes, because $H$ is symmetric. There are no diagonal terms. Multiplying by $-t$ gives $H_s$. In the last line the particle passes the other one in the site ordering, which produces the factor $s$.

With $N$ particles, a boundary hop passes the $N-1$ others and carries $s^{N-1}$. For odd $N$ this is $1$ for both statistics, so the matrix elements coincide.

**Secular determinant.** Expanding along the first row and using $s^2=1$,

$$
\begin{aligned}
\det(E-H_s)&=E(E^2-t^2)-t(tE-st^2)+st(t^2-stE)\\
&=E^3-3t^2E+2st^3=(E+2st)(E-st)^2 .
\end{aligned}
$$

The equation $H_sv=Ev$ has a solution $v\neq0$ exactly when this determinant vanishes. The energies are therefore $-2st$ once and $st$ twice. For $t>0$ the smallest is $-2t$ when $s=1$ and $-t$ when $s=-1$, and $-2t<-t$.

## Eigenvectors at $t=1$

For hard-core bosons, $v=(1,1,1)$ gives $H_1v=(-2,-2,-2)$, so $E=-2$. The normalised ground state is $v/\sqrt3$.

For fermions the matrix is

$$
H_{-1}=\begin{pmatrix}0&-1&1\\-1&0&-1\\1&-1&0\end{pmatrix}.
$$

It maps $(1,1,0)$ to $(-1,-1,0)$ and $(0,1,1)$ to $(0,-1,-1)$, so $E=-1$ is doubly degenerate. It maps $(1,-1,1)$ to $(2,-2,2)$, which gives $E=2$. A second route to these numbers fills the one-particle levels $-2,1,1$ with two fermions: $-2+1=-1$ in two ways, and $1+1=2$.

## Ordered positions in place of occupied sites

The problem can also be modelled with wavefunctions $\psi(x_1,x_2)$ on the six ordered pairs of distinct sites. Single-particle hops connect these pairs into one closed cycle of length six, with energies $-2t\cos(\pi k/3)$ for $k=0,\dots,5$. Exchanging the particles moves a configuration halfway round the cycle. Symmetric functions have even $k$ and energies $-2t,t,t$; antisymmetric functions have odd $k$ and energies $-t,-t,2t$.

In that model one matrix serves both statistics and no site ordering is needed. The difference between bosons and fermions moves into the symmetry condition on $\psi$, the operator relations disappear from the statement, and the sign that a bit-string code must compute is no longer visible.

## The Fock-space model and its spectra in Lean

```lean
import Mathlib

open Matrix

namespace ThreeSiteRing

/-- Annihilation of a particle at site `j`, as a matrix between sets of occupied sites. Each
occupied site before `j` contributes a factor `s`: `s = 1` for hard-core bosons, `s = -1` for
fermions. -/
def ann (s : ℤ) (j : Fin 3) : Matrix (Finset (Fin 3)) (Finset (Fin 3)) ℤ :=
  Matrix.of fun S T =>
    if j ∈ T ∧ S = T.erase j then s ^ (T.filter (· < j)).card else 0

/-- The sum of all hops, in both directions, over the three bonds of the ring. -/
def hopping (s : ℤ) : Matrix (Finset (Fin 3)) (Finset (Fin 3)) ℤ :=
  ∑ i : Fin 3, ((ann s (i + 1))ᵀ * ann s i + (ann s i)ᵀ * ann s (i + 1))

/-- The Hamiltonian on Fock space, with hopping amplitude `-t`. -/
noncomputable def hamiltonian (s : ℤ) (t : ℝ) :
    Matrix (Finset (Fin 3)) (Finset (Fin 3)) ℝ :=
  (-t) • (hopping s).map (fun n : ℤ => (n : ℝ))

/-- The three sets of two occupied sites on the three-site ring. -/
def pair : Fin 3 → Finset (Fin 3) := ![{0, 1}, {0, 2}, {1, 2}]

/-- The block of the Hamiltonian that acts on two-particle states. -/
noncomputable def twoBody (s : ℤ) (t : ℝ) : Matrix (Fin 3) (Fin 3) ℝ :=
  (hamiltonian s t).submatrix pair pair

/-- The energies of a three-level Hamiltonian: the real numbers `E` for which `A v = E v` has a
nonzero real solution `v`. -/
def energies (A : Matrix (Fin 3) (Fin 3) ℝ) : Set ℝ :=
  {E | ∃ v : Fin 3 → ℝ, v ≠ 0 ∧ A *ᵥ v = E • v}

/-- For `s = -1` the operators obey the canonical anticommutation relations. -/
theorem fermion_relations : ∀ i j : Fin 3,
    ann (-1) i * (ann (-1) j)ᵀ + (ann (-1) j)ᵀ * ann (-1) i = (if i = j then 1 else 0) ∧
    ann (-1) i * ann (-1) j + ann (-1) j * ann (-1) i = 0 := by
  decide +kernel

/-- For `s = 1` operators on different sites commute, while on one site double occupation is
excluded and the anticommutator of annihilation and creation is one. -/
theorem hardcore_boson_relations :
    (∀ i j : Fin 3, i ≠ j →
      ann 1 i * (ann 1 j)ᵀ = (ann 1 j)ᵀ * ann 1 i ∧ ann 1 i * ann 1 j = ann 1 j * ann 1 i) ∧
    (∀ i : Fin 3, ann 1 i * (ann 1 i)ᵀ + (ann 1 i)ᵀ * ann 1 i = 1 ∧
      ann 1 i * ann 1 i = 0) := by
  decide +kernel

/-- For both statistics the Hamiltonian does not connect states of different particle number,
and `pair` lists every two-particle configuration exactly once. -/
theorem two_particle_sector (s : ℤ) (hs : s = 1 ∨ s = -1) (t : ℝ) :
    (∀ S T : Finset (Fin 3), S.card ≠ T.card → hamiltonian s t S T = 0) ∧
    Function.Injective pair ∧ ∀ S : Finset (Fin 3), S.card = 2 ↔ ∃ a, pair a = S := by
  refine ⟨?_, by decide +kernel, by decide +kernel⟩
  intro S T hST
  have h1 : ∀ S T : Finset (Fin 3), S.card ≠ T.card → hopping 1 S T = 0 := by
    have h0 : hopping 1 = Matrix.of fun S T : Finset (Fin 3) =>
        if S.card = T.card then hopping 1 S T else 0 := by
      decide +kernel
    intro S T hST
    have e := congrArg (fun M : Matrix (Finset (Fin 3)) (Finset (Fin 3)) ℤ => M S T) h0
    have e' : hopping 1 S T = if S.card = T.card then hopping 1 S T else 0 := e
    rwa [if_neg hST] at e'
  have h2 : ∀ S T : Finset (Fin 3), S.card ≠ T.card → hopping (-1) S T = 0 := by
    have h0 : hopping (-1) = Matrix.of fun S T : Finset (Fin 3) =>
        if S.card = T.card then hopping (-1) S T else 0 := by
      decide +kernel
    intro S T hST
    have e := congrArg (fun M : Matrix (Finset (Fin 3)) (Finset (Fin 3)) ℤ => M S T) h0
    have e' : hopping (-1) S T = if S.card = T.card then hopping (-1) S T else 0 := e
    rwa [if_neg hST] at e'
  rcases hs with rfl | rfl
  · simp [hamiltonian, h1 S T hST]
  · simp [hamiltonian, h2 S T hST]

/-- On states with an odd number of particles, hard-core bosons and fermions have the same
Hamiltonian matrix elements. -/
theorem odd_sectors_agree (t : ℝ) (S T : Finset (Fin 3)) (hT : Odd T.card) :
    hamiltonian 1 t S T = hamiltonian (-1) t S T := by
  have h : ∀ S T : Finset (Fin 3), Odd T.card → hopping 1 S T = hopping (-1) S T := by
    have h0 : hopping 1 = Matrix.of fun S T : Finset (Fin 3) =>
        if T.card % 2 = 1 then hopping (-1) S T else hopping 1 S T := by
      decide +kernel
    intro S T hT
    have e := congrArg (fun M : Matrix (Finset (Fin 3)) (Finset (Fin 3)) ℤ => M S T) h0
    have e' : hopping 1 S T =
        if T.card % 2 = 1 then hopping (-1) S T else hopping 1 S T := e
    rwa [if_pos (Nat.odd_iff.1 hT)] at e'
  simp only [hamiltonian, Matrix.smul_apply, Matrix.map_apply, h S T hT]

/-- The two-particle matrix of hard-core bosons has every off-diagonal entry equal to `-t`. -/
theorem boson_matrix (t : ℝ) :
    twoBody 1 t = !![0, -t, -t; -t, 0, -t; -t, -t, 0] := by
  have h : ∀ a b, hopping 1 (pair a) (pair b) =
      (!![0, 1, 1; 1, 0, 1; 1, 1, 0] : Matrix (Fin 3) (Fin 3) ℤ) a b := by
    have h0 : (hopping 1).submatrix pair pair = !![0, 1, 1; 1, 0, 1; 1, 1, 0] := by
      decide +kernel
    intro a b
    have e := congrArg (fun M : Matrix (Fin 3) (Fin 3) ℤ => M a b) h0
    exact e
  ext a b
  simp only [twoBody, hamiltonian, Matrix.submatrix_apply, Matrix.smul_apply,
    Matrix.map_apply, h]
  fin_cases a <;> fin_cases b <;> simp

/-- For fermions the hop across the boundary, which passes the other particle, has the opposite
sign `+t`. -/
theorem fermion_matrix (t : ℝ) :
    twoBody (-1) t = !![0, -t, t; -t, 0, -t; t, -t, 0] := by
  have h : ∀ a b, hopping (-1) (pair a) (pair b) =
      (!![0, 1, -1; 1, 0, 1; -1, 1, 0] : Matrix (Fin 3) (Fin 3) ℤ) a b := by
    have h0 : (hopping (-1)).submatrix pair pair = !![0, 1, -1; 1, 0, 1; -1, 1, 0] := by
      decide +kernel
    intro a b
    have e := congrArg (fun M : Matrix (Fin 3) (Fin 3) ℤ => M a b) h0
    exact e
  ext a b
  simp only [twoBody, hamiltonian, Matrix.submatrix_apply, Matrix.smul_apply,
    Matrix.map_apply, h]
  fin_cases a <;> fin_cases b <;> simp

/-- The secular determinants factorise: the two-particle spectrum, with multiplicity, is
`-2t, t, t` for hard-core bosons and `-t, -t, 2t` for fermions. -/
theorem secular_determinants (t E : ℝ) :
    (E • (1 : Matrix (Fin 3) (Fin 3) ℝ) - twoBody 1 t).det = (E + 2 * t) * (E - t) ^ 2 ∧
    (E • (1 : Matrix (Fin 3) (Fin 3) ℝ) - twoBody (-1) t).det
      = (E - 2 * t) * (E + t) ^ 2 := by
  rw [boson_matrix, fermion_matrix]
  constructor <;> rw [Matrix.det_fin_three] <;> simp <;> ring

/-- A number is an energy exactly when it is a zero of the secular determinant. -/
theorem mem_energies_iff (A : Matrix (Fin 3) (Fin 3) ℝ) (E : ℝ) :
    E ∈ energies A ↔ (E • (1 : Matrix (Fin 3) (Fin 3) ℝ) - A).det = 0 := by
  have key : ∀ v : Fin 3 → ℝ,
      (E • (1 : Matrix (Fin 3) (Fin 3) ℝ) - A) *ᵥ v = 0 ↔ A *ᵥ v = E • v := by
    intro v
    rw [Matrix.sub_mulVec, Matrix.smul_mulVec, Matrix.one_mulVec, sub_eq_zero]
    exact eq_comm
  rw [← Matrix.exists_mulVec_eq_zero_iff]
  simp only [energies, Set.mem_ofPred_eq, key]

/-- For `t > 0` the two-particle ground energy is `-2t` for hard-core bosons and `-t` for
fermions, and the bosonic one is strictly lower. -/
theorem ground_energies (t : ℝ) (ht : 0 < t) :
    IsLeast (energies (twoBody 1 t)) (-2 * t) ∧
    IsLeast (energies (twoBody (-1) t)) (-t) ∧ -2 * t < -t := by
  refine ⟨⟨?_, ?_⟩, ⟨?_, ?_⟩, by linarith⟩
  · rw [mem_energies_iff, (secular_determinants t _).1]
    ring
  · -- every bosonic energy is `-2t` or `t`
    intro E hE
    rw [mem_energies_iff, (secular_determinants t E).1] at hE
    rcases mul_eq_zero.1 hE with h | h
    · linarith
    · have h' := (pow_eq_zero_iff two_ne_zero).1 h
      linarith
  · rw [mem_energies_iff, (secular_determinants t _).2]
    ring
  · -- every fermionic energy is `2t` or `-t`
    intro E hE
    rw [mem_energies_iff, (secular_determinants t E).2] at hE
    rcases mul_eq_zero.1 hE with h | h
    · linarith
    · have h' := (pow_eq_zero_iff two_ne_zero).1 h
      linarith

end ThreeSiteRing
```

```lean
#print axioms ThreeSiteRing.hardcore_boson_relations
-- 'ThreeSiteRing.hardcore_boson_relations' depends on axioms: [propext, Classical.choice, Quot.sound]
#print axioms ThreeSiteRing.two_particle_sector
-- 'ThreeSiteRing.two_particle_sector' depends on axioms: [propext, Classical.choice, Quot.sound]
#print axioms ThreeSiteRing.odd_sectors_agree
-- 'ThreeSiteRing.odd_sectors_agree' depends on axioms: [propext, Classical.choice, Quot.sound]
#print axioms ThreeSiteRing.ground_energies
-- 'ThreeSiteRing.ground_energies' depends on axioms: [propext, Classical.choice, Quot.sound]
```

## Reading the definitions and theorems

A Fock state is a `Finset (Fin 3)`, the set of occupied sites, so the full space has eight basis states. The matrix `ann s j` is $c_j$, with the final state as row and the initial state as column. Its entries are integers; `hamiltonian` converts the sum of hops to real numbers and multiplies by $-t$. Addition in `Fin 3` is modulo 3, which closes the ring.

The function `pair` lists the states in the order used above. Its argument is also of type `Fin 3`, but there it numbers two-particle states and not sites. The name `twoBody` differs from common usage: it denotes the two-particle block of $H$, not a two-body interaction.

The set `energies A` contains the real $E$ for which $Av=Ev$ has a nonzero real solution. Real vectors suffice because the matrices are real and symmetric. The theorems then say the following.

- `fermion_relations` and `hardcore_boson_relations` state the operator algebra for $s=-1$ and $s=1$.
- `two_particle_sector` states that $H$ does not connect different particle numbers, and that `pair` lists each two-particle state once.
- `odd_sectors_agree` states that the matrix elements of the two Hamiltonians are equal when the initial state has an odd number of particles.
- `boson_matrix` and `fermion_matrix` give the two blocks, and `secular_determinants` their factorised determinants, for every real $t$.
- `ground_energies` uses `IsLeast`: the stated value is an energy, and no energy lies below it. This theorem assumes $t>0$. For negative $t$ the order of the levels is reversed, and the bosonic minimum is $t$.

## Finite checks, then a cubic

The operator relations are equations between $8\times8$ integer matrices, and `decide +kernel` verifies them by evaluation. This replaces the sign counting in the derivation.

For particle conservation, the proof compares the hopping matrix with a copy whose entries between different particle numbers are set to zero. The two are equal by evaluation, so those entries vanish. The agreement in odd sectors is obtained in the same way, with a copy that takes the columns of odd particle number from the fermionic matrix.

The two block theorems first evaluate the $3\times3$ integer matrices of hops, which correspond to the three hops worked out above and their reverses. They then multiply by $-t$ and check the nine entries. In `secular_determinants`, `Matrix.det_fin_three` expands the determinant and `ring` confirms the factorisation.

The lemma `mem_energies_iff` rewrites $Av=Ev$ as $(E-A)v=0$ and applies the Mathlib result that a nonzero solution exists exactly when the determinant is zero. In `ground_energies`, inserting the claimed value into the cubic shows that it is an energy. For the lower bound, one of the factors must vanish for any energy $E$, and `linarith` compares the resulting value with the claimed minimum.

## Two particles, three sites, no further interaction

The ground energies are minima at fixed particle number. For fermions the value $-t$ is not the minimum over the whole Fock space, because a single particle on this ring reaches $-2t$. For hard-core bosons one and two particles both reach $-2t$, which is the minimum over all particle numbers.

The multiplicities are those of the zeros of the secular determinant. For a real symmetric matrix they equal the numbers of independent eigenvectors, as the vectors at $t=1$ illustrate.

The theorems concern one ring size, with one orbital per site, equal hopping on all bonds, no magnetic flux and no interaction apart from the exclusion of double occupancy. That a given molecule, cold-atom trap or quantum-dot ring is described by this Hamiltonian is a physical assumption which no hypothesis in the file supplies. For a simulation code, the result provides reference spectra and matrices; whether the program builds the same matrices has to be established by comparing its output with them.
